# An error bound for cutting off the memory kernel in a convolution equation

A normalised velocity autocorrelation function in a classical liquid relaxes under a friction that remembers the past. A simulation gives the memory kernel only up to some time $c$, and the solver drops the rest. How far can the computed correlation function then drift from the true one?

## The bound in terms of discarded memory

Let $f$ be the true function, $K$ the kernel and $g$ the function computed with $K$ set to zero beyond $c\ge 0$:

$$f'(t)=-\int_0^t K(t-s)f(s)\,ds,\qquad g(0)=f(0).$$

Suppose that $K$ is absolutely integrable on $(0,\infty)$ and that $\|f\|\le 1$ on $[0,T]$. Write $e=\int_c^\infty\|K\|$ for the discarded memory, and let $k>0$ satisfy $\int_0^c\|K\|\le k$. Then

$$\|f(T)-g(T)\|\le \frac{e\,(\exp(kT)-1)}{k}.$$

The integral of $\|K\|$ over all times, if positive, is a valid $k$; the retained part alone, if positive, gives a bound that is at least as sharp. The condition $\|f\|\le1$ expresses normalisation: a stationary autocorrelation function never exceeds its initial value in magnitude.

## Choosing a cutoff in a memory-kernel solver

A code that stores the kernel up to $c$ can use the bound to choose $c$ for a given tolerance and final time. It needs an estimate of the tail $e$, which kernel data ending at $c$ do not supply. A cutoff $c\ge T$ causes no error at all, because the equation up to $T$ uses the kernel only up to $T$; the bound does not show this. For $c<T$ the exponential makes the bound most useful when $kT$ is moderate.

In open quantum systems the bound applies to a reduced propagator with an absolutely integrable convolution kernel, provided that its equation has no instantaneous or inhomogeneous term and that the propagator has norm at most 1. A completely positive, trace-preserving propagator meets the last condition in the operator norm induced by the trace norm, but not always in the one induced by the Hilbert–Schmidt norm.

## From the past error to an exponential majorant

Let $K_c$ be the truncated kernel and $d=f-g$. Adding and subtracting $K_c f$ under the integral gives

$$d'(t)=-\int_0^t K_c(t-s)d(s)\,ds-\int_0^t (K-K_c)(t-s)f(s)\,ds.$$

If $\|d\|\le m$ on $[0,t]$, substituting $\tau=t-s$ bounds the first integral by $km$. The second is at most $e$, because $\|f\|\le1$. Hence $\|d'(t)\|\le km+e$.

For $\varepsilon>0$, define

$$B(t)=\left(\varepsilon+\frac ek\right)\exp(kt)-\frac ek .$$

Then $B'=kB+e$, $B(0)=\varepsilon$, and $B$ is positive and nondecreasing on $[0,T]$. Let $r$ be the maximum of $\|d\|/B$ there, attained at $x$. For $s\le t$ we have $\|d(s)\|\le rB(s)\le rB(t)$, so $rB(t)$ can serve as $m$.

Suppose $r\ge1$. Then $\|d'(t)\|\le krB(t)+e\le rB'(t)$. Since $d(0)=0$, integration up to $x$ gives

$$\|d(x)\|\le r\,(B(x)-B(0))=\|d(x)\|-r\varepsilon,$$

a contradiction. So $r<1$ and $\|d(T)\|\le B(T)$. Letting $\varepsilon\to0$ gives the bound.

## The Lean source

```lean
import Mathlib

open MeasureTheory Set

noncomputable section

namespace MemoryTruncation

variable {A : Type*} [NormedRing A] [NormedAlgebra ℝ A]

/-- The memory term: the causal convolution of the kernel `K` with the past of `f`. Values lie
in a normed algebra, such as the complex numbers or the operators on a state space. -/
def memoryTerm (K f : ℝ → A) (t : ℝ) : A := ∫ s in (0 : ℝ)..t, K (t - s) * f s

/-- The memory equation `f' = -K * f` at all times `t ≥ 0`. -/
def SolvesMemoryEq (K f : ℝ → A) : Prop :=
  ∀ t, 0 ≤ t → HasDerivWithinAt f (-memoryTerm K f t) (Ici 0) t

/-- The kernel set to zero beyond the memory time `c`. -/
def truncate (c : ℝ) (K : ℝ → A) : ℝ → A := (Iic c).indicator K

omit [NormedAlgebra ℝ A] in
/-- An integrable kernel, read backwards from time `t ≥ 0`, is integrable over the past. -/
theorem integrable_reversed {K : ℝ → A} {t : ℝ} (hK : IntegrableOn K (Ioi 0)) (ht : 0 ≤ t) :
    IntervalIntegrable (fun s => K (t - s)) volume 0 t := by
  have hI : IntervalIntegrable K volume 0 t :=
    (intervalIntegrable_iff_integrableOn_Ioc_of_le ht).2 (hK.mono_set Ioc_subset_Ioi_self)
  simpa using (hI.comp_sub_left t).symm

/-- For an integrable kernel and `t ≥ 0`, the norm of the memory term is at most the integrated
kernel norm times a bound `M` on the past values. -/
theorem norm_memoryTerm_le {K f : ℝ → A} {t M : ℝ} (hK : IntegrableOn K (Ioi 0))
    (ht : 0 ≤ t) (hM : ∀ s ∈ Icc 0 t, ‖f s‖ ≤ M) :
    ‖memoryTerm K f t‖ ≤ (∫ τ in Ioi 0, ‖K τ‖) * M := by
  have h1 : ‖memoryTerm K f t‖ ≤ ∫ s in (0 : ℝ)..t, ‖K (t - s)‖ * M := by
    refine intervalIntegral.norm_integral_le_of_norm_le ht (Filter.Eventually.of_forall ?_)
      ((integrable_reversed hK ht).norm.mul_const M)
    exact fun s hs => (norm_mul_le _ _).trans
      (mul_le_mul_of_nonneg_left (hM s ⟨hs.1.le, hs.2⟩) (norm_nonneg _))
  rw [intervalIntegral.integral_mul_const,
    intervalIntegral.integral_comp_sub_left (fun τ => ‖K τ‖) t, sub_self, sub_zero,
    intervalIntegral.integral_of_le ht] at h1
  refine h1.trans (mul_le_mul_of_nonneg_right ?_ ((norm_nonneg _).trans (hM 0 ⟨le_rfl, ht⟩)))
  exact setIntegral_mono_set hK.norm (Filter.Eventually.of_forall fun _ => norm_nonneg _)
    (Filter.Eventually.of_forall Ioc_subset_Ioi_self)

/-- Grönwall inequality with memory: if the rate of change of `d` is at most `k > 0` times any
bound on its past plus a source `q ≥ 0`, then `d` grows at most exponentially. -/
theorem memory_gronwall {d d' : ℝ → A} {k q T : ℝ} (hk : 0 < k) (hq : 0 ≤ q) (hT : 0 ≤ T)
    (hd : ∀ t ∈ Icc 0 T, HasDerivWithinAt d (d' t) (Ici 0) t)
    (hb : ∀ t ∈ Icc 0 T, ∀ m, (∀ s ∈ Icc 0 t, ‖d s‖ ≤ m) → ‖d' t‖ ≤ k * m + q) :
    ‖d T‖ ≤ ‖d 0‖ * Real.exp (k * T) + q * (Real.exp (k * T) - 1) / k := by
  have key : ∀ ε > 0, ‖d T‖ ≤ (ε + ‖d 0‖ + q / k) * Real.exp (k * T) - q / k := by
    intro ε hε
    -- the majorant solves B' = k B + q and starts strictly above the error
    obtain ⟨B, hB⟩ : ∃ B : ℝ → ℝ, ∀ t, B t =
      (ε + ‖d 0‖ + q / k) * Real.exp (k * t) - q / k := ⟨_, fun _ => rfl⟩
    have hBd : ∀ t, HasDerivAt B (k * B t + q) t := by
      intro t
      have h1 : HasDerivAt (fun t => k * t) k t := by
        simpa using (hasDerivAt_id t).const_mul k
      have h := (h1.exp.const_mul (ε + ‖d 0‖ + q / k)).sub_const (q / k)
      have hqk : k * (q / k) = q := by field_simp
      rw [← show B = _ from funext hB] at h
      refine h.congr_deriv ?_
      rw [hB t]
      linear_combination hqk
    have hmono : ∀ s t, s ≤ t → B s ≤ B t := by
      intro s t hst
      rw [hB, hB]
      gcongr
    have hB0 : B 0 = ε + ‖d 0‖ := by rw [hB]; simp
    have hpos : ∀ t, 0 ≤ t → 0 < B t := fun t ht =>
      lt_of_lt_of_le (by rw [hB0]; positivity) (hmono 0 t ht)
    have hdc : ContinuousOn d (Icc 0 T) := fun t ht =>
      (hd t ht).continuousWithinAt.mono Icc_subset_Ici_self
    have hBc : ContinuousOn B (Icc 0 T) := fun t _ => (hBd t).continuousAt.continuousWithinAt
    -- look at the time x where the ratio error / majorant is largest
    obtain ⟨x, hx, hmax⟩ := isCompact_Icc.exists_isMaxOn ⟨0, le_rfl, hT⟩
      (hdc.norm.div hBc fun t ht => (hpos t ht.1).ne')
    obtain ⟨m, hm⟩ : ∃ m, m = ‖d x‖ / B x := ⟨_, rfl⟩
    have hle : ∀ s ∈ Icc 0 T, ‖d s‖ ≤ m * B s := by
      intro s hs
      have h : ‖d s‖ / B s ≤ ‖d x‖ / B x := hmax hs
      rw [← hm] at h
      exact (div_le_iff₀ (hpos s hs.1)).1 h
    have hm0 : 0 ≤ m := by rw [hm]; exact div_nonneg (norm_nonneg _) (hpos x hx.1).le
    have hm1 : m < 1 := by
      by_contra hcon
      have h1 : 1 ≤ m := not_lt.1 hcon
      have hbd : ∀ t ∈ Ico 0 T, ‖d' t‖ ≤ m * (k * B t + q) := by
        intro t ht
        have h2 := hb t ⟨ht.1, ht.2.le⟩ (m * B t) fun s hs =>
          (hle s ⟨hs.1, hs.2.trans ht.2.le⟩).trans
            (mul_le_mul_of_nonneg_left (hmono s t hs.2) hm0)
        nlinarith [mul_le_mul_of_nonneg_right h1 hq]
      have h3 : ‖d x‖ ≤ m * B x - m * B 0 + ‖d 0‖ :=
        image_norm_le_of_norm_deriv_right_le_deriv_boundary
          (B := fun t => m * B t - m * B 0 + ‖d 0‖) hdc
          (fun t ht => (hd t ⟨ht.1, ht.2.le⟩).mono (Ici_subset_Ici.2 ht.1)) (by simp)
          (fun t => (((hBd t).const_mul m).sub_const _).add_const _) hbd hx
      have h4 : m * B x = ‖d x‖ := by rw [hm]; exact div_mul_cancel₀ _ (hpos x hx.1).ne'
      rw [hB0] at h3
      nlinarith [mul_le_mul_of_nonneg_right h1 (add_nonneg hε.le (norm_nonneg (d 0)))]
    rw [← hB T]
    nlinarith [hle T ⟨hT, le_rfl⟩, hpos T hT]
  -- let the initial gap ε tend to zero
  refine le_of_forall_pos_le_add fun ε hε => ?_
  have he : ε / Real.exp (k * T) * Real.exp (k * T) = ε :=
    div_mul_cancel₀ _ (Real.exp_pos _).ne'
  refine (key (ε / Real.exp (k * T)) (by positivity)).trans (le_of_eq ?_)
  linear_combination he

/-- Stability under a change of kernel: let `K` and `L` be integrable and differ by at most `δ` in
integrated norm, let `k > 0` bound that of `L`, and `M` bound `f` up to time `T ≥ 0`. Then the
solutions `f` for `K` and `g` for `L` differ at `T` by at most the stated initial and kernel errors.
-/
theorem kernel_stability {K L f g : ℝ → A} {k δ M T : ℝ}
    (hK : IntegrableOn K (Ioi 0)) (hL : IntegrableOn L (Ioi 0))
    (hf : SolvesMemoryEq K f) (hg : SolvesMemoryEq L g) (hk : 0 < k) (hT : 0 ≤ T)
    (hLk : ∫ τ in Ioi 0, ‖L τ‖ ≤ k) (hδ : ∫ τ in Ioi 0, ‖K τ - L τ‖ ≤ δ)
    (hM : ∀ s ∈ Icc 0 T, ‖f s‖ ≤ M) :
    ‖f T - g T‖ ≤ ‖f 0 - g 0‖ * Real.exp (k * T)
      + δ * M * (Real.exp (k * T) - 1) / k := by
  have hM0 : 0 ≤ M := (norm_nonneg _).trans (hM 0 ⟨le_rfl, hT⟩)
  have hδ0 : 0 ≤ δ := (integral_nonneg fun _ => norm_nonneg _).trans hδ
  have hfc : ContinuousOn f (Ici 0) := fun t ht => (hf t ht).continuousWithinAt
  have hgc : ContinuousOn g (Ici 0) := fun t ht => (hg t ht).continuousWithinAt
  have hfg : ContinuousOn (fun s => f s - g s) (Ici 0) := hfc.sub hgc
  have hKL : IntegrableOn (fun τ => K τ - L τ) (Ioi 0) := Integrable.sub hK hL
  refine memory_gronwall (d := fun t => f t - g t)
    (d' := fun t => -memoryTerm K f t - -memoryTerm L g t) hk (mul_nonneg hδ0 hM0) hT
    (fun t ht => (hf t ht.1).fun_sub (hg t ht.1)) ?_
  intro t ht m hm
  have hm0 : 0 ≤ m := (norm_nonneg _).trans (hm 0 ⟨le_rfl, ht.1⟩)
  have hu : uIcc 0 t ⊆ Ici 0 := by rw [uIcc_of_le ht.1]; exact Icc_subset_Ici_self
  -- propagated error plus kernel error
  have hs : memoryTerm K f t - memoryTerm L g t =
      memoryTerm L (fun s => f s - g s) t + memoryTerm (fun τ => K τ - L τ) f t := by
    simp only [memoryTerm]
    rw [← intervalIntegral.integral_sub
        ((integrable_reversed hK ht.1).mul_continuousOn (hfc.mono hu))
        ((integrable_reversed hL ht.1).mul_continuousOn (hgc.mono hu)),
      ← intervalIntegral.integral_add
        ((integrable_reversed hL ht.1).mul_continuousOn (hfg.mono hu))
        ((integrable_reversed hKL ht.1).mul_continuousOn (hfc.mono hu))]
    congr 1
    funext s
    noncomm_ring
  have h1 := norm_memoryTerm_le hL ht.1 hm
  have h2 := norm_memoryTerm_le hKL ht.1 fun s hs => hM s ⟨hs.1, hs.2.trans ht.2⟩
  calc ‖-memoryTerm K f t - -memoryTerm L g t‖
      = ‖memoryTerm K f t - memoryTerm L g t‖ := by rw [← norm_neg]; congr 1; abel
    _ ≤ _ := by rw [hs]; exact norm_add_le _ _
    _ ≤ k * m + δ * M := add_le_add (h1.trans (mul_le_mul_of_nonneg_right hLk hm0))
        (h2.trans (mul_le_mul_of_nonneg_right hδ hM0))

/-- Memory-truncation error: let `K` be integrable, let `f` solve the memory equation with kernel
`K` and be bounded by one up to time `T ≥ 0`, and let `g` solve the equation with the memory cut at
`c ≥ 0`, starting from the same value. If `k > 0` bounds the integrated norm of the retained memory,
the error is at most the discarded memory times `(exp(kT)-1)/k`. -/
theorem truncation_error {K f g : ℝ → A} {c k T : ℝ}
    (hK : IntegrableOn K (Ioi 0)) (hc : 0 ≤ c) (hf : SolvesMemoryEq K f)
    (hg : SolvesMemoryEq (truncate c K) g) (h0 : g 0 = f 0) (hk : 0 < k) (hT : 0 ≤ T)
    (hKk : ∫ τ in Ioc 0 c, ‖K τ‖ ≤ k) (hf1 : ∀ s ∈ Icc 0 T, ‖f s‖ ≤ 1) :
    ‖f T - g T‖ ≤ (∫ τ in Ioi c, ‖K τ‖) * (Real.exp (k * T) - 1) / k := by
  have hK' : Integrable K (volume.restrict (Ioi 0)) := hK
  have hL : IntegrableOn (truncate c K) (Ioi 0) := hK'.indicator measurableSet_Iic
  have h1 : ∫ τ in Ioi 0, ‖truncate c K τ‖ ≤ k := by
    simp only [truncate, norm_indicator_eq_indicator_norm]
    rw [setIntegral_indicator measurableSet_Iic, Ioi_inter_Iic]
    exact hKk
  -- what the truncation discards is exactly the tail of the kernel
  have h2 : ∫ τ in Ioi 0, ‖K τ - truncate c K τ‖ = ∫ τ in Ioi c, ‖K τ‖ := by
    have h : (fun τ => ‖K τ - truncate c K τ‖) = (Ioi c).indicator fun τ => ‖K τ‖ := by
      funext τ
      by_cases hτ : τ ≤ c
      · simp [truncate, indicator, hτ, not_lt.2 hτ]
      · simp [truncate, indicator, hτ, not_le.1 hτ]
    rw [h, setIntegral_indicator measurableSet_Ioi,
      inter_eq_self_of_subset_right (Ioi_subset_Ioi hc)]
  have h := kernel_stability hK hL hf hg hk hT h1 h2.le hf1
  rwa [h0, sub_self, norm_zero, zero_mul, zero_add, mul_one] at h

end MemoryTruncation
```

```lean
#print axioms MemoryTruncation.truncation_error
```

```
'MemoryTruncation.truncation_error' depends on axioms: [propext, Classical.choice, Quot.sound]
```

## How the Lean statement maps to a simulation

Kernel and solution take values in one real normed algebra `A`: real or complex numbers for a scalar correlation function, operators for a propagator. `A` should be complete, as these examples are in finite dimension, for the integral to have its usual meaning. For matrices, the norm matters: the identity has operator norm 1, but Frobenius norm $\sqrt n$ in dimension $n$.

`SolvesMemoryEq` states the equation for all $t\ge0$, with a one-sided derivative at zero. `truncate c K` keeps the value at $c$. In `truncation_error`, `hKk` bounds the retained memory and `hf1` bounds $f$ up to $T$. Continuity of $K$ is not required. Both solutions are assumed to exist.

The lemmas follow the derivation:

- `integrable_reversed` and `norm_memoryTerm_le` justify and bound the convolution.
- `memory_gronwall` carries out the maximum-ratio argument, allowing a nonzero initial error. Compactness supplies $x$, and Mathlib's derivative comparison replaces the integration up to $x$.
- `kernel_stability` splits the memory difference, with `noncomm_ring` checking the algebra without commuting factors. It allows any integrable replacement kernel, such as a fitted one, and any bound `M` on $f$.
- `truncation_error` identifies the kernel difference with the tail and sets the initial error to zero.

The step left to the user is from $g$ to the numbers a program prints: $g$ solves the truncated equation exactly, so time-step, quadrature and kernel-sampling errors must be estimated separately.
